# For linearly independent real linear $f$ and $g$, the region $f+ig\neq 0$ is path connected and the region $f\neq 0$ is not

Take a plane with coordinates $(x_1,x_2)$ and two walkers at $(1,0)$ and $(-1,0)$. If the trial function is $x_1$, its node is the line $x_1=0$, and every continuous path between the walkers crosses it. If the trial function is $x_1+ix_2$, its node is only the origin. The straight path still hits it, but the detour through $(0,1)$ does not.

The same holds in $n$ dimensions. Let $f$ and $g$ be real linear functionals on $\mathbb{R}^n$, and let $\psi=f+ig$.

- The region $\psi\neq 0$ is path connected exactly when $f$ and $g$ are linearly independent, which requires $n\ge 2$.
- If $f$ is not identically zero, the region $f\neq 0$ is disconnected. Two configurations $x$ and $y$ can be joined within it exactly when $f(x)f(y)>0$.

Here $\psi$ stands for the linear part of a trial function at a point of its node, and $x$ for the displacement from that point. Linear independence means that the gradients of the real and imaginary parts are not parallel there and that neither vanishes.

## Sign tests and walker pockets

A fixed-node diffusion Monte Carlo code commonly rejects a move when the trial function changes sign. Such a test sees only the two endpoints. For a linear $f$ that is enough: equal signs mean that the straight move stays off the node, and opposite signs mean that no allowed path exists. With a curved node, equal signs do not establish that two configurations lie in the same pocket.

In the linearized model with independent $f$ and $g$, a fixed-phase walker can reach every allowed configuration by a continuous path, so the allowed region has no separate pockets. Complex arithmetic alone does not bring this about. A nonzero real linear function multiplied by a constant phase has dependent real and imaginary parts, and its region remains split.

## Two straight moves around a complex node

Write $D(x,y)=f(x)g(y)-g(x)f(y)$. This determinant vanishes exactly when the amplitudes $\psi(x)$ and $\psi(y)$ are real-collinear.

**Every amplitude occurs.** Let $f$ and $g$ be independent. Suppose $D(x,y)=0$ for all $x,y$. For each fixed $y$, the functional $g(y)f-f(y)g$ is then zero, so independence gives $f(y)=0$. Hence $f=0$, which contradicts independence. So there are $p,q$ with $D(p,q)\neq0$, and for any real $a,b$ Cramer's rule gives

$$z=\frac{(a\,g(q)-b\,f(q))\,p+(b\,f(p)-a\,g(p))\,q}{D(p,q)},\qquad f(z)=a,\quad g(z)=b.$$

**Non-collinear amplitudes give a safe segment.** Let $D(x,y)\neq0$, and suppose $\psi$ vanishes at $sx+ty$ with $s+t=1$. Then

$$s f(x)+t f(y)=0,\qquad s g(x)+t g(y)=0.$$

Multiplying the first equation by $g(y)$, the second by $f(y)$ and subtracting gives $sD(x,y)=0$. Multiplying the second by $f(x)$, the first by $g(x)$ and subtracting gives $tD(x,y)=0$. So $s=t=0$, which contradicts $s+t=1$.

**Two segments always suffice.** Let $f$ and $g$ be independent, let $\psi(x)$ and $\psi(y)$ be nonzero, and put $C=f(x)f(y)+g(x)g(y)$.

- If $C\neq0$, choose $z$ with $\psi(z)=i\psi(x)$, that is, $f(z)=-g(x)$ and $g(z)=f(x)$. Then $D(x,z)=|\psi(x)|^2>0$ and $D(z,y)=-C\neq0$.
- If $C=0$, the identity $|\psi(x)|^2|\psi(y)|^2=C^2+D(x,y)^2$ gives $D(x,y)\neq0$. Choose $z$ with $\psi(z)=\psi(x)+\psi(y)$. Then $D(x,z)=D(z,y)=D(x,y)\neq0$.

Both segments avoid the node in either case. The region is also nonempty, because the amplitude $1$ occurs.

## Why a real node separates

Let $S$ be a connected set on which $f\neq0$, and let $x,y\in S$. The image $f(S)$ is an interval. If $f(x)f(y)\le0$, that interval contains $0$, which is impossible. So $f(x)f(y)>0$, and this applies in particular to the endpoints of any allowed path.

Conversely, let $f(x)f(y)>0$. For $s,t\ge0$ with $s+t=1$,

$$f(x)\,f(sx+ty)=s f(x)^2+t f(x)f(y)>0,$$

so the segment avoids the node. If $f\neq0$, pick $x$ with $f(x)\neq0$. Both $x$ and $-x$ are allowed, but $f(x)f(-x)=-f(x)^2<0$, so the region is disconnected.

**Dependent parts behave like a real function.** Suppose $sf+tg=0$ with $(s,t)\neq(0,0)$, and put $h=tf-sg$. Then

$$(s^2+t^2)f=s(sf+tg)+th,\qquad (s^2+t^2)g=t(sf+tg)-sh.$$

Wherever $h=0$, both $f$ and $g$ vanish, so $h\neq0$ throughout the region of $\psi$. If that region were path connected, it would contain some $x$, hence also $-x$, and $h$ would have the same sign at both. But $h(-x)=-h(x)$.

## The Lean file

```lean
import Mathlib

open Set

namespace LinearizedNodes

variable {n : ℕ}

/-- The linearized complex trial function `f + i g` on configuration space. -/
noncomputable def linearizedPsi (f g : (Fin n → ℝ) →ₗ[ℝ] ℝ) (x : Fin n → ℝ) : ℂ :=
  (f x : ℂ) + (g x : ℂ) * Complex.I

/-- The configurations open to fixed-phase walkers: those where `f + i g` does not vanish. -/
def complexRegion (f g : (Fin n → ℝ) →ₗ[ℝ] ℝ) : Set (Fin n → ℝ) :=
  {x | linearizedPsi f g x ≠ 0}

/-- The configurations open to fixed-node walkers: those where the real function `f` does
not vanish. -/
def realRegion (f : (Fin n → ℝ) →ₗ[ℝ] ℝ) : Set (Fin n → ℝ) :=
  {x | f x ≠ 0}

/-- A configuration is off the complex node exactly when the real and imaginary parts do not
both vanish there. -/
theorem mem_complexRegion (f g : (Fin n → ℝ) →ₗ[ℝ] ℝ) (x : Fin n → ℝ) :
    x ∈ complexRegion f g ↔ ¬(f x = 0 ∧ g x = 0) := by
  simp [complexRegion, linearizedPsi, Complex.ext_iff]

/-- The squared modulus `a² + b²` is positive unless `a` and `b` both vanish. -/
lemma sq_modulus_pos {a b : ℝ} (h : ¬(a = 0 ∧ b = 0)) : 0 < a ^ 2 + b ^ 2 := by
  by_contra hn
  have ha := sq_nonneg a
  have hb := sq_nonneg b
  exact h ⟨(pow_eq_zero_iff two_ne_zero).1 (by linarith),
    (pow_eq_zero_iff two_ne_zero).1 (by linarith)⟩

/-- If `f` and `g` are linearly independent, every complex amplitude `a + i b` is attained by
`f + i g` at some configuration. -/
theorem exists_amplitude {f g : (Fin n → ℝ) →ₗ[ℝ] ℝ}
    (h : LinearIndependent ℝ ![f, g]) (a b : ℝ) : ∃ z, f z = a ∧ g z = b := by
  rw [LinearIndependent.pair_iff] at h
  -- independence provides two configurations with nonzero determinant
  obtain ⟨p, q, hD⟩ : ∃ p q, f p * g q - g p * f q ≠ 0 := by
    by_contra hn
    have hall : ∀ p q, f p * g q - g p * f q = 0 :=
      fun p q => by_contra fun hc => hn ⟨p, q, hc⟩
    have hf : f = 0 := LinearMap.ext fun y => by
      have h2 := (h (g y) (-f y) (LinearMap.ext fun x => by
        simp only [LinearMap.add_apply, LinearMap.smul_apply, smul_eq_mul,
          LinearMap.zero_apply]
        linear_combination hall x y)).2
      simpa using h2
    exact one_ne_zero (h 1 0 (by simp [hf])).1
  obtain ⟨c, hc⟩ : ∃ c, (f p * g q - g p * f q) * c = 1 := ⟨_, mul_inv_cancel₀ hD⟩
  -- Cramer's rule
  refine ⟨(c * (a * g q - b * f q)) • p + (c * (f p * b - g p * a)) • q, ?_, ?_⟩
  · simp only [map_add, map_smul, smul_eq_mul]
    linear_combination a * hc
  · simp only [map_add, map_smul, smul_eq_mul]
    linear_combination b * hc

/-- If the amplitudes at `x` and `y` are not real-collinear, the straight move from `x` to `y`
never meets the complex node. -/
theorem segment_avoids_node {f g : (Fin n → ℝ) →ₗ[ℝ] ℝ} {x y : Fin n → ℝ}
    (hD : f x * g y - g x * f y ≠ 0) : segment ℝ x y ⊆ complexRegion f g := by
  rintro z ⟨s, t, -, -, hst, rfl⟩
  rw [mem_complexRegion]
  rintro ⟨h1, h2⟩
  simp only [map_add, map_smul, smul_eq_mul] at h1 h2
  have hs : s * (f x * g y - g x * f y) = 0 := by linear_combination g y * h1 - f y * h2
  have ht : t * (f x * g y - g x * f y) = 0 := by linear_combination f x * h2 - g x * h1
  have hs0 := (mul_eq_zero.1 hs).resolve_right hD
  have ht0 := (mul_eq_zero.1 ht).resolve_right hD
  linarith

/-- For linearly independent `f` and `g`, any two configurations off the complex node are
connected by two straight moves that avoid the node. -/
theorem two_straight_moves {f g : (Fin n → ℝ) →ₗ[ℝ] ℝ}
    (h : LinearIndependent ℝ ![f, g]) {x y : Fin n → ℝ}
    (hx : x ∈ complexRegion f g) (hy : y ∈ complexRegion f g) :
    ∃ z, segment ℝ x z ⊆ complexRegion f g ∧ segment ℝ z y ⊆ complexRegion f g := by
  have px := sq_modulus_pos ((mem_complexRegion f g x).1 hx)
  have py := sq_modulus_pos ((mem_complexRegion f g y).1 hy)
  by_cases hab : f x * f y + g x * g y = 0
  · -- orthogonal amplitudes: pass through their sum
    have hC : f x * g y - g x * f y ≠ 0 := by
      intro hC
      have hp := mul_pos px py
      have h0 : (f x ^ 2 + g x ^ 2) * (f y ^ 2 + g y ^ 2) = 0 := by
        linear_combination (f x * f y + g x * g y) * hab + (f x * g y - g x * f y) * hC
      linarith
    obtain ⟨z, hf, hg⟩ := exists_amplitude h (f x + f y) (g x + g y)
    refine ⟨z, segment_avoids_node fun h0 => hC ?_, segment_avoids_node fun h0 => hC ?_⟩
    · rw [hf, hg] at h0
      linear_combination h0
    · rw [hf, hg] at h0
      linear_combination h0
  · -- otherwise turn the first amplitude by a right angle
    obtain ⟨z, hf, hg⟩ := exists_amplitude h (-g x) (f x)
    refine ⟨z, segment_avoids_node fun h0 => px.ne' ?_, segment_avoids_node fun h0 => hab ?_⟩
    · rw [hf, hg] at h0
      linear_combination h0
    · rw [hf, hg] at h0
      linear_combination -h0

/-- On a preconnected set of configurations that avoids the real node, `f` keeps one sign. -/
theorem same_sign {f : (Fin n → ℝ) →ₗ[ℝ] ℝ} {S : Set (Fin n → ℝ)} (hS : IsPreconnected S)
    (hSf : S ⊆ realRegion f) {x y : Fin n → ℝ} (hx : x ∈ S) (hy : y ∈ S) :
    0 < f x * f y := by
  by_contra hn
  have hord := (hS.image f f.continuous_of_finiteDimensional.continuousOn).ordConnected
  have h0 : (0 : ℝ) ∈ uIcc (f x) (f y) := by
    rw [mem_uIcc]
    rcases mul_nonpos_iff.1 (not_lt.1 hn) with h | h
    · exact Or.inr ⟨h.2, h.1⟩
    · exact Or.inl h
  obtain ⟨z, hz, hz0⟩ := hord.uIcc_subset (mem_image_of_mem f hx) (mem_image_of_mem f hy) h0
  exact hSf hz hz0

/-- Two configurations are joined by a path that avoids the real node exactly when `f` is
nonzero with the same sign at both. -/
theorem joined_real_iff (f : (Fin n → ℝ) →ₗ[ℝ] ℝ) (x y : Fin n → ℝ) :
    JoinedIn (realRegion f) x y ↔ 0 < f x * f y := by
  constructor
  · intro h
    refine same_sign (isPreconnected_range h.somePath.continuous) ?_
      ⟨0, h.somePath.source⟩ ⟨1, h.somePath.target⟩
    rintro _ ⟨t, rfl⟩
    exact h.somePath_mem t
  · intro h
    apply JoinedIn.of_segment_subset
    rintro z ⟨s, t, hs, ht, hst, rfl⟩ hz
    simp only [map_add, map_smul, smul_eq_mul] at hz
    have hxx : 0 < f x * f x := mul_self_pos.2 (left_ne_zero_of_mul h.ne')
    have e : s * (f x * f x) + t * (f x * f y) = 0 := by linear_combination f x * hz
    have h1 := mul_nonneg hs hxx.le
    have h2 := mul_nonneg ht h.le
    have hs0 := (mul_eq_zero.1 (show s * (f x * f x) = 0 by linarith)).resolve_right hxx.ne'
    have ht0 := (mul_eq_zero.1 (show t * (f x * f y) = 0 by linarith)).resolve_right h.ne'
    linarith

/-- The region off the complex node of `f + i g` is path connected exactly when `f` and `g`
are linearly independent. -/
theorem complexRegion_pathConnected_iff (f g : (Fin n → ℝ) →ₗ[ℝ] ℝ) :
    IsPathConnected (complexRegion f g) ↔ LinearIndependent ℝ ![f, g] := by
  constructor
  · intro hR
    rw [LinearIndependent.pair_iff]
    intro s t hst
    by_contra hne
    have hp := sq_modulus_pos hne
    -- the complex node is now the node of the real functional `t f - s g`
    have hsub : complexRegion f g ⊆ realRegion (t • f - s • g) := by
      intro x hx h0
      have h1 := LinearMap.congr_fun hst x
      simp only [LinearMap.add_apply, LinearMap.sub_apply, LinearMap.smul_apply, smul_eq_mul,
        LinearMap.zero_apply] at h0 h1
      refine (mem_complexRegion f g x).1 hx ⟨?_, ?_⟩
      · refine (mul_eq_zero.1 ?_).resolve_right hp.ne'
        linear_combination s * h1 + t * h0
      · refine (mul_eq_zero.1 ?_).resolve_right hp.ne'
        linear_combination t * h1 - s * h0
    obtain ⟨x, hx⟩ := hR.nonempty
    have hx' : -x ∈ complexRegion f g := by
      rw [mem_complexRegion] at hx ⊢
      simpa only [map_neg, neg_eq_zero] using hx
    have hsign := same_sign hR.isConnected.isPreconnected hsub hx hx'
    rw [map_neg] at hsign
    nlinarith [mul_self_nonneg ((t • f - s • g) x)]
  · intro h
    rw [isPathConnected_iff]
    constructor
    · obtain ⟨z, hz, -⟩ := exists_amplitude h 1 0
      exact ⟨z, (mem_complexRegion f g z).2 fun h0 => one_ne_zero (hz.symm.trans h0.1)⟩
    · intro x hx y hy
      obtain ⟨z, h1, h2⟩ := two_straight_moves h hx hy
      exact (JoinedIn.of_segment_subset h1).trans (JoinedIn.of_segment_subset h2)

/-- The region off the node of a nonzero real linear function is disconnected. -/
theorem realRegion_not_preconnected {f : (Fin n → ℝ) →ₗ[ℝ] ℝ} (hf : f ≠ 0) :
    ¬IsPreconnected (realRegion f) := by
  intro hR
  obtain ⟨x, hx⟩ := DFunLike.ne_iff.1 hf
  have hx0 : f x ≠ 0 := hx
  have hx' : -x ∈ realRegion f := by
    change f (-x) ≠ 0
    rw [map_neg]
    exact neg_ne_zero.2 hx0
  have hsign := same_sign hR Subset.rfl (show x ∈ realRegion f from hx0) hx'
  rw [map_neg] at hsign
  nlinarith [mul_self_nonneg (f x)]

/-- For linearly independent `f` and `g`, the region off the complex node of `f + i g` is path
connected, whereas the region off the real node of `f` is disconnected. -/
theorem complex_node_vs_real_node {f g : (Fin n → ℝ) →ₗ[ℝ] ℝ}
    (h : LinearIndependent ℝ ![f, g]) :
    IsPathConnected (complexRegion f g) ∧ ¬IsPreconnected (realRegion f) :=
  ⟨(complexRegion_pathConnected_iff f g).2 h, realRegion_not_preconnected (h.ne_zero 0)⟩

end LinearizedNodes
```

```lean
#print axioms LinearizedNodes.joined_real_iff
#print axioms LinearizedNodes.complexRegion_pathConnected_iff
#print axioms LinearizedNodes.complex_node_vs_real_node
```

```
'LinearizedNodes.joined_real_iff' depends on axioms: [propext, Classical.choice, Quot.sound]
'LinearizedNodes.complexRegion_pathConnected_iff' depends on axioms: [propext, Classical.choice, Quot.sound]
'LinearizedNodes.complex_node_vs_real_node' depends on axioms: [propext, Classical.choice, Quot.sound]
```

## Reading the theorems and their proofs

A configuration is a vector `Fin n → ℝ`; for $N$ electrons in three dimensions, $n=3N$. The type `(Fin n → ℝ) →ₗ[ℝ] ℝ` holds the real linear functionals, and `LinearIndependent ℝ ![f, g]` is the independence of the pair. The sets `complexRegion f g` and `realRegion f` contain the configurations where $f+ig$ and $f$, respectively, do not vanish.

The final theorem, `complex_node_vs_real_node`, assumes independence and gives `IsPathConnected` for the first set and `¬IsPreconnected` for the second. In Mathlib the empty set is preconnected but not path connected. The negative half therefore describes a genuine separation, and the equivalence `complexRegion_pathConnected_iff` also holds when $f=g=0$ and the region is empty.

The lemmas follow the derivation:

- `exists_amplitude` finds the nonzero determinant and applies Cramer's rule.
- `segment_avoids_node` eliminates $s$ and $t$. The factors given to `linear_combination` are the multipliers used above.
- `two_straight_moves` splits on whether $C=0$ and supplies the intermediate configuration.
- `same_sign` is the intermediate value argument: the image of a preconnected set is order-connected, so it contains everything between two of its values.
- `joined_real_iff` applies `same_sign` to the range of a path in one direction and checks the segment in the other.
- `complexRegion_pathConnected_iff` joins the two segments for one implication and uses the functional `t • f - s • g` for the other.
- `realRegion_not_preconnected` compares $x$ with $-x$.

## From the linear model to a full trial function

The theorems concern functions that are linear on all of $\mathbb{R}^n$. Replacing a trial function by its linear part is an assumption about the neighbourhood of a node point, and no error estimate accompanies it. Where the gradients of the real and imaginary parts are parallel, or one of them vanishes, the independence hypothesis fails and the shape of the true node depends on higher-order terms. The number of pockets of a complete many-electron wave function is a global question that the linear model does not settle.

Antisymmetry, the Hamiltonian and the walker dynamics do not enter either. Path connectedness says that an allowed route exists; it gives no rate at which a simulation finds it and no bound on time-step error. Nor does it remove the fixed-phase approximation, whose energy still depends on the phase of the trial function.
